# Linear stress-strain law for a harmonic crystal cell with a thermally fluctuating internal displacement

The theorem `thermalAvg_stress` concerns a classical model of a crystal cell with one scalar strain `e` and one internal displacement `u`, whose energy is `a e²/2 + b e u + c u²/2`. At fixed strain, with `c > 0` and `kT > 0`, it states that the normalised Boltzmann average of the stress `a e + b u` over all real `u` is `(a - b²/c) e`, whatever the temperature. The proof rewrites the thermal average as an average over a normal distribution with mean `-b e / c`. It then splits the integral into a constant part and a part linear in `u`, and puts in the known mean.

As first written in Lean, the proof fails:

```lean
import Mathlib

open Real MeasureTheory ProbabilityTheory

namespace InternalRelaxation

noncomputable section

/-- Energy of a crystal cell at strain `e` and internal displacement `u`, with bare elastic
constant `a`, strain-displacement coupling `b` and internal stiffness `c`. -/
def energy (a b c e u : ℝ) : ℝ := a * e ^ 2 / 2 + b * e * u + c * u ^ 2 / 2

/-- Stress at strain `e` and internal displacement `u`. -/
def stress (a b e u : ℝ) : ℝ := a * e + b * u

/-- Configurational partition function at fixed strain, for `c > 0` and `kT > 0`. -/
def partitionFn (a b c kT e : ℝ) : ℝ := ∫ u, Real.exp (-energy a b c e u / kT)

/-- Boltzmann average of an observable `f` of the internal displacement at fixed strain,
for `c > 0` and `kT > 0`. -/
def thermalAvg (a b c kT e : ℝ) (f : ℝ → ℝ) : ℝ :=
  (∫ u, f u * Real.exp (-energy a b c e u / kT)) / partitionFn a b c kT e

variable {a b c kT : ℝ}

/-- The energy is a purely elastic term with constant `a - b²/c` plus a harmonic term in the
displacement measured from `-b e / c`. -/
theorem energy_eq_relaxed_add (hc : c ≠ 0) (e u : ℝ) :
    energy a b c e u = (a - b ^ 2 / c) * e ^ 2 / 2 + c / 2 * (u + b * e / c) ^ 2 := by
  unfold energy
  field_simp
  ring

/-- The Boltzmann factor is a constant times the normal density in `u` with mean `-b e / c`
and variance `kT / c`. -/
theorem boltzmann_eq_gaussian (hc : 0 < c) (hT : 0 < kT) (e u : ℝ) :
    Real.exp (-energy a b c e u / kT) =
      Real.exp (-((a - b ^ 2 / c) * e ^ 2 / 2) / kT) * √(2 * π * (kT / c)) *
        gaussianPDFReal (-(b * e / c)) (Real.toNNReal (kT / c)) u := by
  have hv : 0 < kT / c := div_pos hT hc
  have hs : √(2 * π * (kT / c)) ≠ 0 := by positivity
  rw [gaussianPDFReal, Real.coe_toNNReal _ hv.le, mul_assoc, mul_inv_cancel_left₀ hs,
    ← Real.exp_add, energy_eq_relaxed_add hc.ne']
  congr 1
  field_simp
  ring

/-- The Boltzmann factor is integrable over the internal displacement, and its integral is the
relaxed Boltzmann factor times `√(2π kT/c)`. -/
theorem partitionFn_eq (hc : 0 < c) (hT : 0 < kT) (e : ℝ) :
    Integrable (fun u => Real.exp (-energy a b c e u / kT)) ∧
    partitionFn a b c kT e =
      Real.exp (-((a - b ^ 2 / c) * e ^ 2 / 2) / kT) * √(2 * π * (kT / c)) := by
  have hv : Real.toNNReal (kT / c) ≠ 0 := (Real.toNNReal_pos.2 (div_pos hT hc)).ne'
  unfold partitionFn
  simp only [boltzmann_eq_gaussian hc hT]
  refine ⟨(integrable_gaussianPDFReal _ _).const_mul _, ?_⟩
  rw [integral_const_mul, integral_gaussianPDFReal_eq_one _ hv, mul_one]

/-- Thermal averages at strain `e` are averages over the normal distribution with mean
`-b e / c` and variance `kT / c`. -/
theorem thermalAvg_eq_gaussian (hc : 0 < c) (hT : 0 < kT) (e : ℝ) (f : ℝ → ℝ) :
    thermalAvg a b c kT e f =
      ∫ u, f u ∂(gaussianReal (-(b * e / c)) (Real.toNNReal (kT / c))) := by
  have hv : Real.toNNReal (kT / c) ≠ 0 := (Real.toNNReal_pos.2 (div_pos hT hc)).ne'
  have hZ : Real.exp (-((a - b ^ 2 / c) * e ^ 2 / 2) / kT) * √(2 * π * (kT / c)) ≠ 0 := by
    positivity
  rw [thermalAvg, (partitionFn_eq hc hT e).2, integral_gaussianReal_eq_integral_smul hv,
    div_eq_iff hZ, mul_comm, ← integral_const_mul]
  congr 1
  ext u
  rw [boltzmann_eq_gaussian hc hT, smul_eq_mul]
  ring

/-- The mean stress is linear in the strain with elastic constant `a - b²/c`. -/
theorem thermalAvg_stress (hc : 0 < c) (hT : 0 < kT) (e : ℝ) :
    thermalAvg a b c kT e (stress a b e) = (a - b ^ 2 / c) * e := by
  have hi : Integrable (fun u : ℝ => u)
      (gaussianReal (-(b * e / c)) (Real.toNNReal (kT / c))) :=
    (memLp_id_gaussianReal 1).integrable (by simp)
  rw [thermalAvg_eq_gaussian hc hT]
  simp only [stress]
  rw [integral_add (integrable_const _) (hi.const_mul b), integral_const_mul,
    integral_id_gaussianReal]
  simp only [integral_const, probReal_univ, one_smul]
  ring

end

end InternalRelaxation
```

Lean reports:

```
Main.lean:84:4: error: Tactic `rewrite` failed: Did not find an occurrence of the pattern
  ∫ (x : ℝ), x ∂gaussianReal ?m.107 ?m.108
in the target expression
  a * ∫ (a : ℝ), e ∂gaussianReal (-(b * e / c)) (kT / c).toNNReal +
      ∫ (a : ℝ), b * a ∂gaussianReal (-(b * e / c)) (kT / c).toNNReal =
    (a - b ^ 2 / c) * e

a b c kT : ℝ
hc : 0 < c
hT : 0 < kT
e : ℝ
hi : Integrable (fun u => u) (gaussianReal (-(b * e / c)) (kT / c).toNNReal)
⊢ a * ∫ (a : ℝ), e ∂gaussianReal (-(b * e / c)) (kT / c).toNNReal +
      ∫ (a : ℝ), b * a ∂gaussianReal (-(b * e / c)) (kT / c).toNNReal =
    (a - b ^ 2 / c) * e
```

The change, after which it compiles:

```diff
@@ -81,5 +81,5 @@
   rw [thermalAvg_eq_gaussian hc hT]
   simp only [stress]
-  rw [integral_add (integrable_const _) (hi.const_mul b), integral_const_mul,
+  rw [integral_add (integrable_const _) (hi.const_mul b), integral_const_mul b,
     integral_id_gaussianReal]
   simp only [integral_const, probReal_univ, one_smul]
```

What went wrong. After `integral_add` the goal holds two integrals, of the constant `a * e` and of `b * u`. The rewrite with `integral_const_mul` was meant for the second, to take `b` outside. But its constant factor was left open, and the first integrand is also a product with a constant in front, so Lean matched that one and pulled out `a`. The goal in the message shows this: `a` stands before the first integral, while `b` is still inside the second. (The `a` in `b * a` there is only the bound variable of integration.) `integral_id_gaussianReal` needs an integral of the bare variable, and there was none, hence the error.

The repair writes `integral_const_mul b`. With the factor fixed as `b`, the lemma no longer matches `a * e` and rewrites the second integral to `b` times the integral of the variable, which `integral_id_gaussianReal` replaces by the mean. The first integral, still that of a constant, is left to the `simp only` line that follows.
